# Wigner's 2n+1 rule: the Rayleigh–Schrödinger energy of order 2n+1 from wavefunction corrections up to order n

Once I have the first-order wavefunction of a perturbed system, I can compute the third-order energy as well as the second, without solving for $\psi_2$. In general, the corrections $\psi_0,\dots,\psi_n$ should be enough for the energy of order $2n+1$:

$$E_{2n+1}=\langle\psi_n,V\psi_n\rangle-\sum_{k,l=1}^{n}E_{2n+1-k-l}\,\langle\psi_k,\psi_l\rangle .$$

Here the Hamiltonian is $H_0+\lambda V$, and $\psi_m$ and $E_m$ are the coefficients of $\lambda^m$ in the wavefunction and the energy, in intermediate normalisation: $\psi_0$ has norm one and is orthogonal to every later $\psi_m$. I have seen this checked for small $n$, but I would like a rigorous argument for every $n$, verified by a machine. Can it be done?

## Moving one order of the wavefunction across V

Yes, for real and complex inner-product spaces alike, provided that the perturbation equations have a solution at every order. Let $H_0$ and $V$ be symmetric, all $E_m$ real, $H_0\psi_0=E_0\psi_0$, $\|\psi_0\|=1$, and $\langle\psi_0,\psi_m\rangle=0$ for $m\ge1$. The equation of order $q+1$ is

$$H_0\psi_{q+1}+V\psi_q=\sum_{k=0}^{q+1}E_k\psi_{q+1-k}.$$

**Projection on $\psi_0$.** The first term gives $\langle H_0\psi_0,\psi_{q+1}\rangle=E_0\langle\psi_0,\psi_{q+1}\rangle=0$. On the right only $k=q+1$ survives, so

$$E_{q+1}=\langle\psi_0,V\psi_q\rangle .$$

**Projection on $\psi_{p+1}$.** Now the term with $\psi_0$ vanishes. With $l=q+1-k$,

$$\langle\psi_{p+1},H_0\psi_{q+1}\rangle+\langle\psi_{p+1},V\psi_q\rangle=\sum_{l=1}^{q}E_{q+1-l}\langle\psi_{p+1},\psi_l\rangle+E_0\langle\psi_{p+1},\psi_{q+1}\rangle .$$

Exchange $p$ and $q$, take the complex conjugate and use the symmetry of both operators:

$$\langle\psi_{p+1},H_0\psi_{q+1}\rangle+\langle\psi_p,V\psi_{q+1}\rangle=\sum_{k=1}^{p}E_{p+1-k}\langle\psi_k,\psi_{q+1}\rangle+E_0\langle\psi_{p+1},\psi_{q+1}\rangle .$$

Subtraction removes $H_0$ and $E_0$:

$$\langle\psi_{p+1},V\psi_q\rangle-\langle\psi_p,V\psi_{q+1}\rangle=\sum_{l=1}^{q}E_{q+1-l}\langle\psi_{p+1},\psi_l\rangle-\sum_{k=1}^{p}E_{p+1-k}\langle\psi_k,\psi_{q+1}\rangle .$$

**Induction on $p$.** The claim is that, for all $p$ and $q$,

$$E_{p+q+1}=\langle\psi_p,V\psi_q\rangle-\sum_{k=1}^{p}\sum_{l=1}^{q}E_{p+q+1-k-l}\langle\psi_k,\psi_l\rangle .$$

For $p=0$ the double sum is empty and this is the first projection. For the step, take the claim at $(p,q+1)$:

$$E_{p+q+2}=\langle\psi_p,V\psi_{q+1}\rangle-\sum_{k=1}^{p}\sum_{l=1}^{q+1}E_{p+q+2-k-l}\langle\psi_k,\psi_l\rangle .$$

Replace the matrix element by means of the transfer identity. Its sum over $k$ cancels the column $l=q+1$ of the double sum, and its sum over $l$ supplies the missing row $k=p+1$. What remains is the claim at $(p+1,q)$. Setting $p=q=n$ gives the rule. For $n=0$ it reads $E_1=\langle\psi_0,V\psi_0\rangle$, and for $n=1$ it reads $E_3=\langle\psi_1,V\psi_1\rangle-E_1\langle\psi_1,\psi_1\rangle$.

The Lean file follows the same route.

```lean
import Mathlib

open Finset

namespace RayleighSchroedinger

noncomputable section

variable {𝕜 F : Type*} [RCLike 𝕜] [NormedAddCommGroup F] [InnerProductSpace 𝕜 F]

/-- A Rayleigh-Schroedinger series: wavefunction corrections `ψ m` and real energy corrections `E m`
that solve the perturbation equations of `H₀ + λ V` at every order, with `H₀` and `V` symmetric, `ψ
0` normalised and every `ψ m` with `m ≥ 1` orthogonal to it. -/
structure RSSeries (H₀ V : F →ₗ[𝕜] F) (ψ : ℕ → F) (E : ℕ → ℝ) : Prop where
  symm_H₀ : H₀.IsSymmetric
  symm_V : V.IsSymmetric
  zeroth : H₀ (ψ 0) = ((E 0 : ℝ) : 𝕜) • ψ 0
  order : ∀ m, H₀ (ψ (m + 1)) + V (ψ m)
    = ∑ k ∈ range (m + 2), ((E k : ℝ) : 𝕜) • ψ (m + 1 - k)
  norm_zero : ‖ψ 0‖ = 1
  orth : ∀ m, inner 𝕜 (ψ 0) (ψ (m + 1)) = 0

/-- A sum over the ways to share `q + 1` orders between two factors, with its two end terms
written separately. -/
theorem sum_orders_split (q : ℕ) (f : ℕ → ℕ → 𝕜) :
    ∑ k ∈ range (q + 2), f k (q + 1 - k)
      = f (q + 1) 0 + ∑ l ∈ Icc 1 q, f (q + 1 - l) l + f 0 (q + 1) := by
  have h : ∑ k ∈ range q, f (k + 1) (q + 1 - (k + 1))
      = ∑ l ∈ Icc 1 q, f (q + 1 - l) l := by
    refine Finset.sum_nbij' (fun k => q - k) (fun l => q - l) ?_ ?_ ?_ ?_ ?_
    · intro k hk
      simp only [mem_range, mem_Icc] at *
      omega
    · intro l hl
      simp only [mem_range, mem_Icc] at *
      omega
    · intro k hk
      simp only [mem_range] at *
      omega
    · intro l hl
      simp only [mem_Icc] at *
      omega
    · intro k hk
      have hk' := mem_range.1 hk
      have e1 : q + 1 - (q - k) = k + 1 := by omega
      have e2 : q + 1 - (k + 1) = q - k := by omega
      show f (k + 1) (q + 1 - (k + 1)) = f (q + 1 - (q - k)) (q - k)
      rw [e1, e2]
  rw [Finset.sum_range_succ', Finset.sum_range_succ, h]
  simp only [Nat.sub_self, Nat.sub_zero]
  ring

variable {H₀ H₀' V : F →ₗ[𝕜] F} {ψ ψ' : ℕ → F} {E E' : ℕ → ℝ}

/-- The energy correction of order `q + 1` is the matrix element of the perturbation between
`ψ 0` and the wavefunction correction of order `q`. -/
theorem RSSeries.energy_succ (h : RSSeries H₀ V ψ E) (q : ℕ) :
    ((E (q + 1) : ℝ) : 𝕜) = inner 𝕜 (ψ 0) (V (ψ q)) := by
  have e := congrArg (inner 𝕜 (ψ 0)) (h.order q)
  rw [inner_add_right, inner_sum] at e
  simp only [inner_smul_right] at e
  have e' := e.trans
    (sum_orders_split q (fun a b => ((E a : ℝ) : 𝕜) * inner 𝕜 (ψ 0) (ψ b)))
  -- the unperturbed Hamiltonian acts to the left on its eigenvector
  have h0 : inner 𝕜 (ψ 0) (H₀ (ψ (q + 1))) = 0 := by
    rw [← h.symm_H₀ (ψ 0) (ψ (q + 1)), h.zeroth, inner_smul_left, h.orth, mul_zero]
  have h1 : inner 𝕜 (ψ 0) (ψ 0) = (1 : 𝕜) := by
    rw [inner_self_eq_norm_sq_to_K, h.norm_zero]
    simp
  have h2 : ∑ l ∈ Icc 1 q, ((E (q + 1 - l) : ℝ) : 𝕜) * inner 𝕜 (ψ 0) (ψ l) = 0 := by
    refine Finset.sum_eq_zero fun l hl => ?_
    obtain ⟨j, rfl⟩ : ∃ j, l = j + 1 := ⟨l - 1, by have := mem_Icc.1 hl; omega⟩
    rw [h.orth, mul_zero]
  simp only [h0, h1, h2, h.orth, mul_zero, mul_one, add_zero, zero_add] at e'
  exact e'.symm

/-- The perturbation equation of order `q + 1`, projected on the wavefunction correction of
order `p + 1`. -/
theorem RSSeries.projected (h : RSSeries H₀ V ψ E) (p q : ℕ) :
    inner 𝕜 (ψ (p + 1)) (H₀ (ψ (q + 1))) + inner 𝕜 (ψ (p + 1)) (V (ψ q))
      = ∑ l ∈ Icc 1 q, ((E (q + 1 - l) : ℝ) : 𝕜) * inner 𝕜 (ψ (p + 1)) (ψ l)
        + ((E 0 : ℝ) : 𝕜) * inner 𝕜 (ψ (p + 1)) (ψ (q + 1)) := by
  have e := congrArg (inner 𝕜 (ψ (p + 1))) (h.order q)
  rw [inner_add_right, inner_sum] at e
  simp only [inner_smul_right] at e
  have e' := e.trans
    (sum_orders_split q (fun a b => ((E a : ℝ) : 𝕜) * inner 𝕜 (ψ (p + 1)) (ψ b)))
  have h0 : inner 𝕜 (ψ (p + 1)) (ψ 0) = (0 : 𝕜) := inner_eq_zero_symm.1 (h.orth p)
  simp only [h0, mul_zero, zero_add] at e'
  exact e'

/-- Moving one order of the wavefunction from the right of the perturbation to its left changes
the matrix element only by overlaps weighted with energy corrections. -/
theorem RSSeries.transfer (h : RSSeries H₀ V ψ E) (p q : ℕ) :
    inner 𝕜 (ψ (p + 1)) (V (ψ q)) - inner 𝕜 (ψ p) (V (ψ (q + 1)))
      = ∑ l ∈ Icc 1 q, ((E (q + 1 - l) : ℝ) : 𝕜) * inner 𝕜 (ψ (p + 1)) (ψ l)
        - ∑ k ∈ Icc 1 p, ((E (p + 1 - k) : ℝ) : 𝕜) * inner 𝕜 (ψ k) (ψ (q + 1)) := by
  have e1 := h.projected p q
  -- the same projection with the two orders exchanged, complex conjugated
  have e2 := congrArg (starRingEnd 𝕜) (h.projected q p)
  simp only [map_add, map_sum, map_mul, inner_conj_symm, RCLike.conj_ofReal] at e2
  rw [h.symm_H₀ (ψ (p + 1)) (ψ (q + 1)), h.symm_V (ψ p) (ψ (q + 1))] at e2
  linear_combination e1 - e2

/-- The energy correction of order `p + q + 1` expressed through wavefunction corrections up to
order `p` on the left and up to order `q` on the right, and energy corrections of lower order. -/
theorem RSSeries.energy_split (h : RSSeries H₀ V ψ E) (p q : ℕ) :
    ((E (p + q + 1) : ℝ) : 𝕜) = inner 𝕜 (ψ p) (V (ψ q))
      - ∑ k ∈ Icc 1 p, ∑ l ∈ Icc 1 q,
          ((E (p + q + 1 - k - l) : ℝ) : 𝕜) * inner 𝕜 (ψ k) (ψ l) := by
  induction p generalizing q with
  | zero => simpa using h.energy_succ q
  | succ p ih =>
    have hN : p + 1 + q + 1 = p + (q + 1) + 1 := by omega
    -- split off the highest order on the left, respectively on the right
    have hL : ∑ k ∈ Icc 1 (p + 1), ∑ l ∈ Icc 1 q,
          ((E (p + (q + 1) + 1 - k - l) : ℝ) : 𝕜) * inner 𝕜 (ψ k) (ψ l)
        = ∑ k ∈ Icc 1 p, ∑ l ∈ Icc 1 q,
          ((E (p + (q + 1) + 1 - k - l) : ℝ) : 𝕜) * inner 𝕜 (ψ k) (ψ l)
        + ∑ l ∈ Icc 1 q, ((E (q + 1 - l) : ℝ) : 𝕜) * inner 𝕜 (ψ (p + 1)) (ψ l) := by
      rw [Finset.sum_Icc_succ_top (by omega : 1 ≤ p + 1)]
      congr 1
      refine Finset.sum_congr rfl fun l _ => ?_
      rw [show p + (q + 1) + 1 - (p + 1) - l = q + 1 - l by omega]
    have hR : ∑ k ∈ Icc 1 p, ∑ l ∈ Icc 1 (q + 1),
          ((E (p + (q + 1) + 1 - k - l) : ℝ) : 𝕜) * inner 𝕜 (ψ k) (ψ l)
        = ∑ k ∈ Icc 1 p, ∑ l ∈ Icc 1 q,
          ((E (p + (q + 1) + 1 - k - l) : ℝ) : 𝕜) * inner 𝕜 (ψ k) (ψ l)
        + ∑ k ∈ Icc 1 p, ((E (p + 1 - k) : ℝ) : 𝕜) * inner 𝕜 (ψ k) (ψ (q + 1)) := by
      rw [← Finset.sum_add_distrib]
      refine Finset.sum_congr rfl fun k _ => ?_
      rw [Finset.sum_Icc_succ_top (by omega : 1 ≤ q + 1),
        show p + (q + 1) + 1 - k - (q + 1) = p + 1 - k by omega]
    rw [hN, ih (q + 1), hL, hR]
    linear_combination (-1 : 𝕜) * h.transfer p q

/-- Wigner's 2n+1 rule: the energy correction of order `2n + 1` is given by the wavefunction
corrections up to order `n` and energy corrections of lower order. -/
theorem RSSeries.wigner_rule (h : RSSeries H₀ V ψ E) (n : ℕ) :
    ((E (2 * n + 1) : ℝ) : 𝕜) = inner 𝕜 (ψ n) (V (ψ n))
      - ∑ k ∈ Icc 1 n, ∑ l ∈ Icc 1 n,
          ((E (2 * n + 1 - k - l) : ℝ) : 𝕜) * inner 𝕜 (ψ k) (ψ l) := by
  have e := h.energy_split n n
  rw [← two_mul] at e
  exact e

/-- Two series with the same perturbation whose wavefunctions agree through order `n` have the
same energy corrections from order `1` through order `2n + 1`. -/
theorem RSSeries.energies_determined (h : RSSeries H₀ V ψ E) (h' : RSSeries H₀' V ψ' E')
    (n : ℕ) (hψ : ∀ k ≤ n, ψ k = ψ' k) (m : ℕ) (h1 : 1 ≤ m) (hm : m ≤ 2 * n + 1) :
    E m = E' m := by
  induction m using Nat.strong_induction_on with
  | _ m ih =>
    -- share the order between left and right so that neither exceeds `n`
    obtain ⟨p, q, hp, hq, rfl⟩ : ∃ p q, p ≤ n ∧ q ≤ n ∧ m = p + q + 1 :=
      ⟨(m - 1) / 2, m - 1 - (m - 1) / 2, by omega, by omega, by omega⟩
    have key : ((E (p + q + 1) : ℝ) : 𝕜) = ((E' (p + q + 1) : ℝ) : 𝕜) := by
      rw [h.energy_split p q, h'.energy_split p q, hψ p hp, hψ q hq]
      congr 1
      refine Finset.sum_congr rfl fun k hk => Finset.sum_congr rfl fun l hl => ?_
      have hk' := mem_Icc.1 hk
      have hl' := mem_Icc.1 hl
      rw [hψ k (by omega), hψ l (by omega),
        ih (p + q + 1 - k - l) (by omega) (by omega) (by omega)]
    exact_mod_cast key

/-- A three-level Hamiltonian with levels `0`, `1` and `-1`. -/
def levels : EuclideanSpace ℝ (Fin 3) →ₗ[ℝ] EuclideanSpace ℝ (Fin 3) where
  toFun x := !₂[0, x 1, -x 2]
  map_add' x y := by
    ext i
    fin_cases i <;> simp
    ring
  map_smul' c x := by ext i; fin_cases i <;> simp

/-- A perturbation that couples the level `0` to the two others and shifts all three by `1`. -/
def coupling : EuclideanSpace ℝ (Fin 3) →ₗ[ℝ] EuclideanSpace ℝ (Fin 3) where
  toFun x := !₂[x 0 - x 1 + x 2, -x 0 + x 1, x 0 + x 2]
  map_add' x y := by ext i; fin_cases i <;> simp <;> ring
  map_smul' c x := by ext i; fin_cases i <;> simp <;> ring

/-- Wavefunction corrections of the three-level system; they vanish from second order on. -/
def states : ℕ → EuclideanSpace ℝ (Fin 3)
  | 0 => !₂[1, 0, 0]
  | 1 => !₂[0, 1, 1]
  | _ + 2 => 0

/-- The three-level system with its coupling has a Rayleigh-Schroedinger series with a nonzero
first-order wavefunction, whose only nonzero energy correction is `E 1 = 1`. -/
theorem rsSeries_witness :
    RSSeries levels coupling states (fun m => if m = 1 then 1 else 0) ∧ states 1 ≠ 0 := by
  refine ⟨⟨?_, ?_, ?_, ?_, ?_, ?_⟩, ?_⟩
  · intro x y
    simp [levels, PiLp.inner_apply, Fin.sum_univ_three]
  · intro x y
    simp [coupling, PiLp.inner_apply, Fin.sum_univ_three]
    ring
  · ext i
    fin_cases i <;> simp [levels, states]
  · intro m
    -- only the first-order energy contributes to the sum
    rw [Finset.sum_eq_single 1 (fun k _ hk => by simp [hk])
      (fun hk => absurd (mem_range.2 (by omega)) hk)]
    match m with
    | 0 => ext i; fin_cases i <;> simp [levels, coupling, states]
    | 1 => ext i; fin_cases i <;> simp [levels, coupling, states]
    | m + 2 => simp [states]
  · simp [EuclideanSpace.norm_eq, Fin.sum_univ_three, states]
  · intro m
    match m with
    | 0 => simp [states, PiLp.inner_apply, Fin.sum_univ_three]
    | m + 1 => simp [states]
  · intro h
    have h1 := congrArg (fun x : EuclideanSpace ℝ (Fin 3) => x 1) h
    simp [states] at h1

end

end RayleighSchroedinger
```

```lean
#print axioms RayleighSchroedinger.RSSeries.wigner_rule
-- 'RayleighSchroedinger.RSSeries.wigner_rule' depends on axioms: [propext, Classical.choice, Quot.sound]
#print axioms RayleighSchroedinger.RSSeries.energies_determined
-- 'RayleighSchroedinger.RSSeries.energies_determined' depends on axioms: [propext, Classical.choice, Quot.sound]
```

## What a series is in Lean, and what it leaves open

The space `F` is an inner-product space over `𝕜`, which is $\mathbb R$ or $\mathbb C$; the inner product is conjugate-linear in its first argument. The structure `RSSeries H₀ V ψ E` collects the hypotheses. `zeroth` is the unperturbed eigenvalue equation, and `order m` is the equation of order $m+1$, so no $\psi_{-1}$ is needed. `norm_zero` and `orth` fix intermediate normalisation: the corrections have no component along $\psi_0$, and the perturbed state as a whole need not have norm one. The energies are real by type and are cast into `𝕜` where they multiply vectors.

`RSSeries.wigner_rule` is the displayed formula. The energy indices in its double sum run from $1$ to $2n-1$, so subtraction of natural numbers never truncates there. `RSSeries.energies_determined` adds that two series with the same $V$, and possibly different unperturbed Hamiltonians, have equal energy corrections from order $1$ through $2n+1$ if their wavefunctions agree through order $n$.

The existence of the series is assumed, and its convergence plays no role. No spectral gap is required, so a degenerate level is allowed whenever such a series exists for it. The dimension is arbitrary, but both operators are defined on all of `F`; an unbounded Hamiltonian fits only on a domain that it maps into itself.

In Møller–Plesset theory in a finite orbital basis, the rule is the reason that the first-order wavefunction suffices for the third-order energy.

The three-level example shows that the hypotheses are satisfiable with $\psi_1\neq0$. There $\psi_1=(0,1,1)$ and $E_1=1$, so the rule gives $E_3=2-1\cdot2=0$: the overlap term matters. The perturbed state is $(1,\lambda,\lambda)$, or $(1,\lambda,\lambda)/\sqrt{1+2\lambda^2}$ when normalised.

## An induction that lets the right-hand order grow

`sum_orders_split` separates the two end terms of the sum over $k$ and renumbers the middle by $l$. `energy_succ` and `projected` are the two projections: `congrArg` takes the inner product of both sides with the chosen vector, and orthogonality removes terms. In `transfer`, `e1` is the projected equation and `e2` its exchanged, conjugated partner; `linear_combination e1 - e2` is the subtraction.

`energy_split` is the induction. Its auxiliary equations `hL` and `hR` split off the row $k=p+1$ and the column $l=q+1$, after which `transfer` closes the step. `wigner_rule` then sets both orders to $n$.

The proof turns on the phrase `induction p generalizing q`. With $q$ held fixed, the induction hypothesis would concern $E_{p+q+1}$, whereas the goal is $E_{p+q+2}$. Generalising makes the hypothesis a statement about every $q$, so it can be applied as `ih (q + 1)`. The total order then matches, and one order has moved from the right of $V$ to the left.

For `energies_determined`, strong induction writes each order as $m=p+q+1$ with $p,q\le n$. `energy_split` then expresses both energies through shared wavefunctions and energies of lower order, which already agree.
